# The free-particle kernel summed over the windings of a ring equals a thermally weighted sum of cosine modes

`ring_images` is about one free particle in imaginary time `t`, with ħ = 1 and with mass, time and `L` all positive. It says that the free kernel from `x` to `y + 2nL`, summed over all integers `n`, converges to 1/(2L) plus 1/L times the sum over n ≥ 1 of exp(−tEₙ) cos(nπ(x − y)/L), where Eₙ = π²n²/(2mL²). The left side counts every winding of a ring of circumference 2L, and the right side is the expansion in the ring's modes. The attempt takes Poisson summation for a shifted Gaussian, multiplies it by the kernel's prefactor, and then uses `convert` to match the result `h` with the goal.

As first written in Lean, the proof fails:

```lean
import Mathlib

open Real

namespace RingImages

noncomputable section

/-- The free-particle kernel in imaginary time `t`, with `ħ = 1`, for mass `m > 0` and `t > 0`. -/
def freeKernel (m t x y : ℝ) : ℝ :=
  √(m / (2 * π * t)) * Real.exp (-(m * (x - y) ^ 2 / (2 * t)))

/-- The Boltzmann factor `exp (-t Eₙ)` of the level `Eₙ = π² n² / (2 m L²)` of a box of length
`L > 0`, with `ħ = 1`, for mass `m > 0` and `n ≥ 1`. -/
def boxWeight (m t L : ℝ) (n : ℕ) : ℝ :=
  Real.exp (-(t * π ^ 2 * (n : ℝ) ^ 2 / (2 * m * L ^ 2)))

/-- Poisson summation for the Gaussian `exp (-π τ u²)` with `τ > 0`, shifted by `a`: the sum over
the lattice equals a sum over cosine modes. -/
theorem poisson_gaussian (a : ℝ) {τ : ℝ} (hτ : 0 < τ) :
    HasSum (fun n : ℤ => Real.exp (-π * (n + a) ^ 2 * τ))
      (1 / √τ * (1 + ∑' n : ℕ,
        2 * Real.cos (2 * π * a * (n + 1)) * Real.exp (-π * (n + 1) ^ 2 * (1 / τ)))) := by
  have hc := HurwitzZeta.hasSum_nat_cosKernel₀ a (one_div_pos.mpr hτ)
  have he := HurwitzZeta.hasSum_int_evenKernel a hτ
  -- the functional equation of the theta kernel exchanges the two sums
  rw [HurwitzZeta.evenKernel_functional_equation, ← Real.sqrt_eq_rpow] at he
  rwa [hc.tsum_eq, add_sub_cancel]

/-- A cosine mode of the Poisson sum, rewritten with the Boltzmann factor of the box. -/
theorem poisson_mode_eq (m t L x y : ℝ) (n : ℕ) :
    2 * Real.cos (2 * π * ((y - x) / (2 * L)) * (n + 1)) *
        Real.exp (-π * (n + 1) ^ 2 * (1 / (2 * m * L ^ 2 / (π * t)))) =
      2 * (boxWeight m t L (n + 1) * Real.cos ((n + 1) * π * (x - y) / L)) := by
  have h1 : Real.cos (2 * π * ((y - x) / (2 * L)) * (n + 1)) =
      Real.cos ((n + 1) * π * (x - y) / L) := by
    rw [← Real.cos_neg]
    congr 1
    ring
  have h2 : Real.exp (-π * (n + 1) ^ 2 * (1 / (2 * m * L ^ 2 / (π * t)))) =
      boxWeight m t L (n + 1) := by
    unfold boxWeight
    rw [one_div_div]
    congr 1
    push_cast
    ring
  rw [h1, h2]
  ring

/-- For positive mass, time and length, the free kernel summed over all windings of a ring of
circumference `2L` equals the constant mode plus the thermally weighted cosine modes. -/
theorem ring_images {m t L : ℝ} (hm : 0 < m) (ht : 0 < t) (hL : 0 < L) (x y : ℝ) :
    HasSum (fun n : ℤ => freeKernel m t x (y + 2 * n * L))
      (1 / (2 * L) + 1 / L * ∑' n : ℕ,
        boxWeight m t L (n + 1) * Real.cos ((n + 1) * π * (x - y) / L)) := by
  have hτ : 0 < 2 * m * L ^ 2 / (π * t) := by positivity
  have h := (poisson_gaussian ((y - x) / (2 * L)) hτ).mul_left (√(m / (2 * π * t)))
  rw [tsum_congr (poisson_mode_eq m t L x y), tsum_mul_left] at h
  -- the Gaussian prefactor turns into the inverse circumference
  have hs : √(m / (2 * π * t)) = √(2 * m * L ^ 2 / (π * t)) / (2 * L) := by
    have e : m / (2 * π * t) = 2 * m * L ^ 2 / (π * t) / (2 * L) ^ 2 := by
      rw [div_div, div_eq_div_iff (by positivity) (by positivity)]
      ring
    rw [e, Real.sqrt_div hτ.le, Real.sqrt_sq (by positivity)]
  have key : ∀ s S : ℝ, s ≠ 0 →
      s / (2 * L) * (1 / s * (1 + 2 * S)) = 1 / (2 * L) + 1 / L * S := by
    intro s S h0
    have h1 : s * (1 / s) = 1 := mul_one_div_cancel h0
    linear_combination (1 + 2 * S) / (2 * L) * h1
  convert h using 1
  · funext n
    unfold freeKernel
    congr 2
    field_simp
    ring
  · rw [hs]
    exact (key _ _ (Real.sqrt_pos.mpr hτ).ne').symm

end

end RingImages
```

Messages:

```
Main.lean:71:4: error: Tactic `apply` failed: could not unify the conclusion of `@funext`
  ?f = ?g
with the goal
  instAddCommMonoid =
    CommRing.toNonUnitalCommRing.toNonUnitalNonAssocCommRing.toNonUnitalNonAssocSemiring.toAddCommMonoid

Note: The full type of `@funext` is
  ∀ {α : Sort ?u.329} {β : α → Sort ?u.328} {f g : (x : α) → β x}, (∀ (x : α), f x = g x) → f = g

case e'_3
m t L : ℝ
hm : 0 < m
ht : 0 < t
hL : 0 < L
x y : ℝ
hτ : 0 < 2 * m * L ^ 2 / (π * t)
h :
  HasSum (fun i => √(m / (2 * π * t)) * rexp (-π * (↑i + (y - x) / (2 * L)) ^ 2 * (2 * m * L ^ 2 / (π * t))))
    (√(m / (2 * π * t)) *
      (1 / √(2 * m * L ^ 2 / (π * t)) *
        (1 + 2 * ∑' (x_1 : ℕ), boxWeight m t L (x_1 + 1) * cos ((↑x_1 + 1) * π * (x - y) / L))))
hs : √(m / (2 * π * t)) = √(2 * m * L ^ 2 / (π * t)) / (2 * L)
key : ∀ (s S : ℝ), s ≠ 0 → s / (2 * L) * (1 / s * (1 + 2 * S)) = 1 / (2 * L) + 1 / L * S
⊢ instAddCommMonoid =
    CommRing.toNonUnitalCommRing.toNonUnitalNonAssocCommRing.toNonUnitalNonAssocSemiring.toAddCommMonoid
Main.lean:77:4: error: Type mismatch
  Eq.symm (key √(2 * m * L ^ 2 / (π * t)) ?m.625 (LT.lt.ne' (sqrt_pos.mpr hτ)))
has type
  1 / (2 * L) + 1 / L * ?m.625 =
    √(2 * m * L ^ 2 / (π * t)) / (2 * L) * (1 / √(2 * m * L ^ 2 / (π * t)) * (1 + 2 * ?m.625))
but is expected to have type
  (fun n => freeKernel m t x (y + 2 * ↑n * L)) = fun i =>
    √(2 * m * L ^ 2 / (π * t)) / (2 * L) * rexp (-π * (↑i + (y - x) / (2 * L)) ^ 2 * (2 * m * L ^ 2 / (π * t)))
Main.lean:55:75: error: unsolved goals
case e'_6
m t L : ℝ
hm : 0 < m
ht : 0 < t
hL : 0 < L
x y : ℝ
hτ : 0 < 2 * m * L ^ 2 / (π * t)
h :
  HasSum (fun i => √(m / (2 * π * t)) * rexp (-π * (↑i + (y - x) / (2 * L)) ^ 2 * (2 * m * L ^ 2 / (π * t))))
    (√(m / (2 * π * t)) *
      (1 / √(2 * m * L ^ 2 / (π * t)) *
        (1 + 2 * ∑' (x_1 : ℕ), boxWeight m t L (x_1 + 1) * cos ((↑x_1 + 1) * π * (x - y) / L))))
hs : √(m / (2 * π * t)) = √(2 * m * L ^ 2 / (π * t)) / (2 * L)
key : ∀ (s S : ℝ), s ≠ 0 → s / (2 * L) * (1 / s * (1 + 2 * S)) = 1 / (2 * L) + 1 / L * S
⊢ 1 / (2 * L) + 1 / L * ∑' (n : ℕ), boxWeight m t L (n + 1) * cos ((↑n + 1) * π * (x - y) / L) =
    √(m / (2 * π * t)) *
      (1 / √(2 * m * L ^ 2 / (π * t)) *
        (1 + 2 * ∑' (x_1 : ℕ), boxWeight m t L (x_1 + 1) * cos ((↑x_1 + 1) * π * (x - y) / L)))
```

What went wrong. `convert h using 1` left three goals, but the proof was written for two. The extra one came first and asks that two instances of `AddCommMonoid` be equal: the goal uses `instAddCommMonoid`, while `h` has the one derived from the commutative ring structure. `funext` proves equality of functions, so it failed there. Each later step was then one goal off. The second bullet, meant for the values of the sums, met the equality of the summands, which gave the type mismatch, and the equality of the values was left unsolved.

The repair drops `convert` and rewrites `h` itself. The new `hf` proves the equality of the summands for each `n`, by the same steps as before, and `simp only [hf] at h` applies it inside the sum. Rewriting with `hs` and `key` then brings the value to the stated form. Now `exact h` works, because the two instances are equal by definition and Lean checks this by unfolding them. The reworded comment above `hs` is mere tidying.

This version goes through:

```diff
@@ -57,5 +57,5 @@
   have h := (poisson_gaussian ((y - x) / (2 * L)) hτ).mul_left (√(m / (2 * π * t)))
   rw [tsum_congr (poisson_mode_eq m t L x y), tsum_mul_left] at h
-  -- the Gaussian prefactor turns into the inverse circumference
+  -- the Gaussian prefactor is `√τ` divided by the circumference, with `τ = 2mL² / (πt)`
   have hs : √(m / (2 * π * t)) = √(2 * m * L ^ 2 / (π * t)) / (2 * L) := by
     have e : m / (2 * π * t) = 2 * m * L ^ 2 / (π * t) / (2 * L) ^ 2 := by
@@ -68,12 +68,16 @@
     have h1 : s * (1 / s) = 1 := mul_one_div_cancel h0
     linear_combination (1 + 2 * S) / (2 * L) * h1
-  convert h using 1
-  · funext n
+  -- each Gaussian of the lattice sum is the free kernel to one image
+  have hf : ∀ n : ℤ, √(m / (2 * π * t)) *
+      Real.exp (-π * (n + (y - x) / (2 * L)) ^ 2 * (2 * m * L ^ 2 / (π * t))) =
+        freeKernel m t x (y + 2 * n * L) := by
+    intro n
     unfold freeKernel
     congr 2
     field_simp
     ring
-  · rw [hs]
-    exact (key _ _ (Real.sqrt_pos.mpr hτ).ne').symm
+  simp only [hf] at h
+  rw [hs, key _ _ (Real.sqrt_pos.mpr hτ).ne'] at h
+  exact h
 
 end
```
